# A code that corrects the erasure of either of two complementary subsystems has dimension at most one

A quantum memory is spread over two registers, and one of them may be lost. We know which one is gone, but not in advance. Can a qubit be encoded so that the surviving register always suffices to restore it? For finite-dimensional registers and exact correction, the answer is no.

Let the registers be $\mathbb C^m$ and $\mathbb C^n$, and let $P$ be the Hermitian projector onto the code space. The first register can be lost harmlessly only if no measurement on it reveals anything about the encoded state. This is expressed by

$$P(A\otimes 1)P=c_A P\quad\text{for every }A,$$

with a number $c_A$. The condition for losing the second register is $P(1\otimes B)P=c'_B P$ for every $B$. If both hold, then $\operatorname{rank}P\le 1$.

## Two orthogonal code vectors cannot both be nonzero

Write a vector $x$ as its coefficient matrix $X_{ij}=x_{(i,j)}$, and likewise $y$ as $Y$. Then

$$\langle x|y\rangle=\sum_{ij}\overline{X_{ij}}Y_{ij}=\operatorname{tr}(X^\dagger Y),$$

while $A\otimes1$ sends $Y$ to $AY$ and $1\otimes B$ sends $Y$ to $YB^T$.

If $PMP=cP$, $Px=x$ and $Py=y$, then

$$\langle x|M|y\rangle=\langle x|PMP|y\rangle=c\,\langle x|y\rangle .$$

Let $x,y$ be orthogonal code vectors. Choose $B$ with $B^T=(X^\dagger Y)^\dagger$. The second condition gives

$$0=\langle x|1\otimes B|y\rangle=\operatorname{tr}\big(X^\dagger Y(X^\dagger Y)^\dagger\big)=\sum_{jj'}|(X^\dagger Y)_{jj'}|^2,$$

so $X^\dagger Y=0$. Now choose $A=XX^\dagger$ and call its constant $a$. The first condition gives

$$a\|y\|^2=\operatorname{tr}(Y^\dagger XX^\dagger Y)=0,\qquad a\|x\|^2=\operatorname{tr}\big((X^\dagger X)^2\big).$$

Either $y=0$ or $a=0$. In the second case $X^\dagger X=0$, hence $\|x\|^2=\operatorname{tr}(X^\dagger X)=0$. For a unit vector $x$, $A$ is the reduced density matrix of the first register and $a$ is its purity, which is positive.

If the code contains some $v\neq0$, take any code vector $w$ and set $d=w-\frac{\langle v|w\rangle}{\langle v|v\rangle}v$. This is a code vector orthogonal to $v$, so $d=0$ and $w$ is proportional to $v$. If there is no such $v$, then $P=0$. In both cases the rank is at most one.

For an encoding $V$ of a $k$-dimensional logical system, with $V^\dagger V=1$ and $P=VV^\dagger$, we have $1=V^\dagger PV$. Therefore $k=\operatorname{rank}1\le\operatorname{rank}P\le1$.

## The code spanned by $|00\rangle$ and $|11\rangle$

Take the orthogonal code vectors $(|00\rangle\pm|11\rangle)/\sqrt2$. Their coefficient matrices are $X=\frac1{\sqrt2}\operatorname{diag}(1,1)$ and $Y=\frac1{\sqrt2}\operatorname{diag}(1,-1)$, so $X^\dagger Y=\frac12\operatorname{diag}(1,-1)$. With $B=\frac12\operatorname{diag}(1,-1)$ the matrix element is $\operatorname{tr}(X^\dagger YB^T)=\frac12$, where the second condition demands $0$.

The first condition fails too: $A=\operatorname{diag}(1,0)$ has expectation value $1$ in $|00\rangle$ and $0$ in $|11\rangle$.

## Erasure conditions as predicates on a matrix

In Lean, `m`, `n` and `k` are finite index types, and the dimensions are their numbers of elements.

```lean
import Mathlib

open Matrix
open scoped Kronecker ComplexOrder

namespace ComplementaryErasures

variable {m n k : Type*} [Fintype m] [Fintype n] [Fintype k]
  [DecidableEq m] [DecidableEq n] [DecidableEq k]
```

The two conditions become predicates on a matrix `P`, with `⊗ₖ` the Kronecker product. The constant may depend on the operator, since `∃ c` stands after `∀ A`.

```lean
/-- The Knill–Laflamme condition for erasure of the first subsystem: every operator
on that subsystem, compressed to the code, is a multiple of `P`. -/
def CorrectsFirst (P : Matrix (m × n) (m × n) ℂ) : Prop :=
  ∀ A : Matrix m m ℂ, ∃ c : ℂ, P * (A ⊗ₖ (1 : Matrix n n ℂ)) * P = c • P

/-- The Knill–Laflamme condition for erasure of the second subsystem: every operator
on that subsystem, compressed to the code, is a multiple of `P`. -/
def CorrectsSecond (P : Matrix (m × n) (m × n) ℂ) : Prop :=
  ∀ B : Matrix n n ℂ, ∃ c : ℂ, P * ((1 : Matrix m m ℂ) ⊗ₖ B) * P = c • P
```

These are the Knill–Laflamme conditions, taken here as the definition of correctability. The step from a physical recovery operation to these equations is the necessity half of the Knill–Laflamme theorem, and it has to be supplied from outside. Approximate recovery is a different hypothesis.

## State vectors as coefficient matrices

```lean
/-- The coefficient matrix of a bipartite state vector in the product basis. -/
def coeff (x : m × n → ℂ) : Matrix m n ℂ := Matrix.of fun i j => x (i, j)
```

In a numerical calculation this is a reshape: a state stored as an array of length $mn$ is read as an $m\times n$ array. Applying $A$ to the first register is then one matrix product with about $m^2n$ multiplications, against $m^2n^2$ for the full dense Kronecker matrix.

The next three lemmas are the overlap formula and the two rules for local operators. `star x ⬝ᵥ y` is $\langle x|y\rangle$, and `ᴴ` is the dagger.

```lean
omit [DecidableEq m] [DecidableEq n] in
/-- The overlap of two bipartite vectors is the trace overlap of their coefficient matrices. -/
theorem overlap_eq_trace (x y : m × n → ℂ) :
    star x ⬝ᵥ y = trace ((coeff x)ᴴ * coeff y) := by
  simp [dotProduct, trace, Matrix.mul_apply, coeff, Fintype.sum_prod_type_right]

omit [DecidableEq m] in
/-- An operator on the first subsystem multiplies the coefficient matrix from the left. -/
theorem coeff_first (A : Matrix m m ℂ) (y : m × n → ℂ) :
    coeff ((A ⊗ₖ (1 : Matrix n n ℂ)) *ᵥ y) = A * coeff y := by
  ext i j
  simp [coeff, mulVec, dotProduct, Matrix.mul_apply, Fintype.sum_prod_type, Matrix.one_apply]

omit [DecidableEq n] in
/-- An operator on the second subsystem multiplies the coefficient matrix from the right,
by its transpose. -/
theorem coeff_second (B : Matrix n n ℂ) (y : m × n → ℂ) :
    coeff (((1 : Matrix m m ℂ) ⊗ₖ B) *ᵥ y) = coeff y * Bᵀ := by
  ext i j
  simp only [coeff, mulVec, dotProduct, Matrix.mul_apply, Fintype.sum_prod_type_right,
    Matrix.one_apply, Matrix.of_apply, kroneckerMap_apply, Matrix.transpose_apply,
    ite_mul, one_mul, zero_mul, Finset.sum_ite_eq, Finset.mem_univ, if_true]
  exact Finset.sum_congr rfl fun _ _ => mul_comm _ _
```

## From matrix elements to the rank bound

The matrix-element identity uses Hermiticity to let $P$ act on the bra, which is `hx'`.

```lean
omit [DecidableEq k] in
/-- If the compression of `M` to a code with Hermitian `P` is `c P`, then the matrix element
of `M` between two code vectors is `c` times their overlap. -/
theorem code_matrix_element {P M : Matrix k k ℂ} (hP : P.IsHermitian) {c : ℂ}
    (h : P * M * P = c • P) {x y : k → ℂ} (hx : P *ᵥ x = x) (hy : P *ᵥ y = y) :
    star x ⬝ᵥ (M *ᵥ y) = c * (star x ⬝ᵥ y) := by
  have hx' : star x ᵥ* P = star x := by
    have h' := congrArg star hx
    rwa [Matrix.star_mulVec, hP.eq] at h'
  calc star x ⬝ᵥ (M *ᵥ y) = star x ⬝ᵥ ((P * M * P) *ᵥ y) := by
        rw [← Matrix.mulVec_mulVec, ← Matrix.mulVec_mulVec, hy,
          Matrix.dotProduct_mulVec (star x) P, hx']
    _ = c * (star x ⬝ᵥ y) := by
        rw [h, Matrix.smul_mulVec, hy, dotProduct_smul, smul_eq_mul]
```

In the central lemma, `hXY` is $X^\dagger Y=0$. The double transposition in the operator handed to `h₂` makes $B^T$ equal to $(X^\dagger Y)^\dagger$. Then `hyy` and `hxx` are the two equations for $a$, and `rcases` separates $a=0$ from $\|y\|^2=0$. The vectors need not be normalised.

```lean
/-- If a code with Hermitian `P` corrects the erasure of either subsystem, then of two
orthogonal code vectors at least one vanishes. -/
theorem orthogonal_code_vectors {P : Matrix (m × n) (m × n) ℂ} (hP : P.IsHermitian)
    (h₁ : CorrectsFirst P) (h₂ : CorrectsSecond P) {x y : m × n → ℂ}
    (hx : P *ᵥ x = x) (hy : P *ᵥ y = y) (hxy : star x ⬝ᵥ y = 0) : x = 0 ∨ y = 0 := by
  -- no operator on the second subsystem has a nonzero matrix element between `x` and `y`
  have hXY : (coeff x)ᴴ * coeff y = 0 := by
    obtain ⟨c, hc⟩ := h₂ (((coeff x)ᴴ * coeff y)ᴴ)ᵀ
    have h := code_matrix_element hP hc hx hy
    rw [hxy, mul_zero, overlap_eq_trace, coeff_second, Matrix.transpose_transpose,
      ← Matrix.mul_assoc] at h
    exact Matrix.trace_mul_conjTranspose_self_eq_zero_iff.mp h
  -- probe the first subsystem with the (unnormalised) reduced density matrix of `x`
  obtain ⟨a, ha⟩ := h₁ (coeff x * (coeff x)ᴴ)
  have hyy := code_matrix_element hP ha hy hy
  rw [overlap_eq_trace, coeff_first, Matrix.mul_assoc (coeff x), hXY, Matrix.mul_zero,
    Matrix.mul_zero, Matrix.trace_zero] at hyy
  rcases mul_eq_zero.mp hyy.symm with h0 | h0
  · left
    have hxx := code_matrix_element hP ha hx hx
    rw [h0, zero_mul, overlap_eq_trace, coeff_first] at hxx
    have ht : trace (((coeff x)ᴴ * coeff x)ᴴ * ((coeff x)ᴴ * coeff x)) = 0 := by
      rw [Matrix.conjTranspose_mul, Matrix.conjTranspose_conjTranspose]
      simpa only [Matrix.mul_assoc] using hxx
    have hX := Matrix.trace_conjTranspose_mul_self_eq_zero_iff.mp ht
    apply dotProduct_star_self_eq_zero.mp
    rw [overlap_eq_trace, hX, Matrix.trace_zero]
  · exact Or.inr (dotProduct_star_self_eq_zero.mp h0)
```

The rank is the dimension of the range of `P`. `hfix` uses $P^2=P$ to show that $P$ fixes every vector in its range, and `finrank_le_one` asks for one vector of which all others are multiples.

```lean
/-- A Hermitian projector that satisfies the Knill–Laflamme conditions for the erasure of
each of two complementary subsystems has rank at most one. -/
theorem rank_le_one_of_complementary_erasures {P : Matrix (m × n) (m × n) ℂ}
    (hP : P.IsHermitian) (hPP : P * P = P)
    (h₁ : CorrectsFirst P) (h₂ : CorrectsSecond P) : P.rank ≤ 1 := by
  have hfix : ∀ w ∈ LinearMap.range P.mulVecLin, P *ᵥ w = w := by
    rintro _ ⟨u, rfl⟩
    simp only [Matrix.mulVecLin_apply, Matrix.mulVec_mulVec, hPP]
  rw [Matrix.rank]
  by_cases h0 : ∃ v, P *ᵥ v = v ∧ v ≠ 0
  · obtain ⟨v, hv, hv0⟩ := h0
    have hvv : star v ⬝ᵥ v ≠ 0 := fun h => hv0 (dotProduct_star_self_eq_zero.mp h)
    refine finrank_le_one (⟨v, ⟨v, hv⟩⟩ : LinearMap.range P.mulVecLin) ?_
    rintro ⟨w, hw⟩
    -- remove from `w` its component along `v`
    let c : ℂ := (star v ⬝ᵥ w) / (star v ⬝ᵥ v)
    have hd : P *ᵥ (w - c • v) = w - c • v := by
      rw [Matrix.mulVec_sub, Matrix.mulVec_smul, hfix w hw, hv]
    have ho : star v ⬝ᵥ (w - c • v) = 0 := by
      rw [dotProduct_sub, dotProduct_smul, smul_eq_mul, div_mul_cancel₀ _ hvv, sub_self]
    rcases orthogonal_code_vectors hP h₁ h₂ hv hd ho with h | h
    · exact absurd h hv0
    · exact ⟨c, Subtype.ext (sub_eq_zero.mp h).symm⟩
  · refine finrank_le_one (0 : LinearMap.range P.mulVecLin) ?_
    rintro ⟨w, hw⟩
    have hw0 : w = 0 := by
      by_contra h
      exact h0 ⟨w, hfix w hw, h⟩
    exact ⟨0, Subtype.ext (by simpa using hw0.symm)⟩
```

For an isometric encoding, the chain of rank inequalities bounds the logical dimension `Fintype.card k`. A qubit would need the value two.

```lean
/-- If an isometry `V` encodes a logical system so that the erasure of either subsystem is
correctable, then the logical dimension is at most one. -/
theorem logical_dimension_le_one (V : Matrix (m × n) k ℂ) (hV : Vᴴ * V = 1)
    (h₁ : CorrectsFirst (V * Vᴴ)) (h₂ : CorrectsSecond (V * Vᴴ)) : Fintype.card k ≤ 1 := by
  have hPP : V * Vᴴ * (V * Vᴴ) = V * Vᴴ := by
    rw [Matrix.mul_assoc, ← Matrix.mul_assoc Vᴴ, hV, Matrix.one_mul]
  have hone : Vᴴ * (V * Vᴴ) * V = 1 := by
    rw [← Matrix.mul_assoc, hV, Matrix.one_mul, hV]
  calc Fintype.card k = (1 : Matrix k k ℂ).rank := Matrix.rank_one.symm
    _ = (Vᴴ * (V * Vᴴ) * V).rank := by rw [hone]
    _ ≤ (Vᴴ * (V * Vᴴ)).rank := Matrix.rank_mul_le_left _ _
    _ ≤ (V * Vᴴ).rank := Matrix.rank_mul_le_right _ _
    _ ≤ 1 := rank_le_one_of_complementary_erasures
        (Matrix.isHermitian_mul_conjTranspose_self V) hPP h₁ h₂
```

## One state, or one erasure

The bound is attained. If $V$ is a single column, $V^\dagger MV$ is a number for every $M$, so $VV^\dagger MVV^\dagger$ is that number times $VV^\dagger$. The first lemma below does this algebra for any logical scalar. In the second, `V` may have any length, and $VV^\dagger$ is a nonzero projector when $V$ is a unit vector.

```lean
omit [DecidableEq m] [DecidableEq n] in
/-- If `V† M V` is `c` times the logical identity, then the compression of `M` by `V V†` is
`c V V†`. -/
theorem compression_of_logical_scalar (V : Matrix (m × n) k ℂ)
    {M : Matrix (m × n) (m × n) ℂ} {c : ℂ} (h : Vᴴ * M * V = c • (1 : Matrix k k ℂ)) :
    V * Vᴴ * M * (V * Vᴴ) = c • (V * Vᴴ) := by
  calc V * Vᴴ * M * (V * Vᴴ) = V * (Vᴴ * M * V) * Vᴴ := by simp only [Matrix.mul_assoc]
    _ = c • (V * Vᴴ) := by rw [h, Matrix.mul_smul, Matrix.mul_one, Matrix.smul_mul]

/-- For a single column vector `V`, the operator `V V†` satisfies both erasure conditions. -/
theorem single_state_corrects_both (V : Matrix (m × n) (Fin 1) ℂ) :
    CorrectsFirst (V * Vᴴ) ∧ CorrectsSecond (V * Vᴴ) := by
  have h : ∀ M : Matrix (m × n) (m × n) ℂ,
      Vᴴ * M * V = ((Vᴴ * M * V) 0 0) • (1 : Matrix (Fin 1) (Fin 1) ℂ) := by
    intro M
    ext i j
    obtain rfl : i = 0 := Subsingleton.elim _ _
    obtain rfl : j = 0 := Subsingleton.elim _ _
    rw [Matrix.smul_apply, Matrix.one_apply_eq, smul_eq_mul, mul_one]
  exact ⟨fun _ => ⟨_, compression_of_logical_scalar V (h _)⟩,
    fun _ => ⟨_, compression_of_logical_scalar V (h _)⟩⟩
```

With only the second condition the bound fails as soon as $m\ge2$ and $n\ge1$. Encode $|i\rangle$ as $|i\rangle|j\rangle$ with fixed $j$. Then $\langle i\,j|1\otimes B|l\,j\rangle=\delta_{il}B_{jj}$, so $V^\dagger(1\otimes B)V=B_{jj}1$, and the whole first register is protected.

```lean
/-- The encoding that stores the logical system in the first subsystem and puts the second
subsystem in the basis state `j`. -/
def storeFirst (m : Type*) {n : Type*} [DecidableEq m] [DecidableEq n] (j : n) :
    Matrix (m × n) m ℂ :=
  Matrix.of fun p i => if p = (i, j) then 1 else 0

/-- Storing a system of any finite dimension in the first subsystem is an isometric encoding
that corrects the erasure of the second subsystem. -/
theorem one_erasure_correctable (j : n) :
    (storeFirst m j)ᴴ * storeFirst m j = 1 ∧
      CorrectsSecond (storeFirst m j * (storeFirst m j)ᴴ) := by
  have hV : ∀ p i, storeFirst m j p i = if p = (i, j) then 1 else 0 := fun _ _ => rfl
  have hS : ∀ i p, (storeFirst m j)ᴴ i p = if p = (i, j) then 1 else 0 := by
    intro i p
    rw [Matrix.conjTranspose_apply, hV]
    split_ifs <;> simp
  constructor
  · ext i l
    simp only [Matrix.mul_apply, hS, hV, mul_ite, mul_one, mul_zero,
      Finset.sum_ite_eq', Finset.mem_univ, if_true]
    rcases eq_or_ne i l with rfl | h
    · simp
    · simp [h, h.symm]
  · intro B
    refine ⟨B j j, compression_of_logical_scalar _ ?_⟩
    ext i l
    simp only [Matrix.mul_apply, hS, hV, mul_ite, ite_mul, one_mul, zero_mul, mul_one,
      mul_zero, Finset.sum_ite_eq', Finset.mem_univ, if_true]
    simp [Matrix.one_apply]

end ComplementaryErasures
```

```lean
#print axioms ComplementaryErasures.rank_le_one_of_complementary_erasures
#print axioms ComplementaryErasures.logical_dimension_le_one
#print axioms ComplementaryErasures.single_state_corrects_both
#print axioms ComplementaryErasures.one_erasure_correctable
```

```
'ComplementaryErasures.rank_le_one_of_complementary_erasures' depends on axioms: [propext, Classical.choice, Quot.sound]
'ComplementaryErasures.logical_dimension_le_one' depends on axioms: [propext, Classical.choice, Quot.sound]
'ComplementaryErasures.single_state_corrects_both' depends on axioms: [propext, Classical.choice, Quot.sound]
'ComplementaryErasures.one_erasure_correctable' depends on axioms: [propext, Classical.choice, Quot.sound]
```

For finite codes with exact correction this limits the design of quantum memories: no code on four physical qubits can restore a logical qubit whichever two of the four are lost, because the two lost and the two remaining qubits form complementary subsystems.
